# Summable disorder on a tight-binding half-chain: inside the band, nonzero solutions stay bounded and do not decay

## Propagating an amplitude through the impurities

On a one-dimensional chain with impurities, two neighbouring amplitudes fix a solution of the Schrödinger equation, which can be iterated site by site to any distant site $N$. The question is whether the amplitude grows without limit or dies away as $N$ increases. A nonzero solution does neither if the absolute values of the on-site energies have a finite sum and the energy lies strictly inside the band of the clean chain. Under these two hypotheses a two-site amplitude, built from two neighbouring values of a real solution and defined below, never falls below its starting value divided by a factor $\Lambda$ and never exceeds its starting value times $\Lambda$, with $\Lambda$ the same for all sites. The value on a single site can still vanish.

## The chain and its energy band

Sites are labelled $n = 0, 1, 2, \dots$, the amplitudes are $u_n$, and the real on-site energies are $V_n$. With the hopping as the unit of energy, the equation at energy $E$ is

$$u_{n+2} + u_n + V_{n+1}u_{n+1} = E\,u_{n+1}, \qquad n \ge 0,$$

which is the equation at site $n+1 \ge 1$. A chain with hopping $-t$, potential $W_n$ and energy $\varepsilon$ takes this form with $V_n = -W_n/t$ and $E = -\varepsilon/t$.

For $V = 0$ the waves $e^{\pm ikn}$ with real wave number $k$ solve the equation at $E = 2\cos k$. The condition $\sin k \ne 0$ means $|E| < 2$, and since $dE/dk = -2\sin k$ it says that the group velocity does not vanish. The condition $\sum_n |V_n| < \infty$ describes finitely many impurities, or impurities that weaken fast enough along the chain, for example $|V_n| \le n^{-p}$ with $p > 1$. Disorder of constant strength, as in the Anderson model, is excluded by it.

## Bounded, non-decaying solutions

`IsSolution V E u` is the displayed equation for real sequences `V u : ℕ → ℝ`. It imposes no boundary condition, so $u_0$ and $u_1$ are free, and $V_0$ never enters the equation. The hypotheses are `hV : Summable fun n => |V n|`, `hk : Real.sin k ≠ 0` and `hu : IsSolution V (2 * Real.cos k) u`.

- `no_localization`: some $C$ has $|u_n| \le C$ for all $n$, and if `u ≠ 0`, meaning that $u_n \ne 0$ at one site at least, then $u_n$ does not tend to zero.
- `intensity_floor`: if `u ≠ 0`, some $c > 0$ has $c \le u_n^2 + u_{n+1}^2$ for all $n$. The floor concerns two sites because a single amplitude can vanish, as in $0, 1, 0, -1, \dots$ at $E = 0$, $V = 0$.
- `no_localization_complex`: boundedness and non-decay for complex amplitudes `ψ : ℕ → ℂ` in the same real potential. The floor is stated for real solutions only.
- `band_edge_unbounded`: at $k = 0$, $V = 0$, the sequence $u_n = n$ is a solution and is unbounded, so boundedness fails at that band edge.

"No localisation" here is a property of individual solutions for one given sequence $V_n$, with no ensemble and no probability. The theorems say nothing about $|E| \ge 2$ apart from the one example, nothing about the spectral type of the Hamiltonian, and they neither show convergence to a plane wave nor define a transmission coefficient. For a non-interacting particle on a single-channel chain with constant nearest-neighbour hopping, non-decay leaves no room for a bound state inside the band, because a normalisable wave function tends to zero.

## The Prüfer variable

Put $w = e^{ik}$ and $Z_n = u_n - w\,u_{n+1}$. In the clean chain a real solution $u_n = a e^{ikn} + \bar a e^{-ikn}$ gives $Z_n = a e^{ikn}(1 - w^2)$, so $|Z_n| = 2|a||\sin k|$ is constant, and $|Z_n|/|\sin k|$ serves as the local amplitude of the standing wave.

The real part of $Z_n$ is $u_n - \cos k\,u_{n+1}$ and the imaginary part is $-\sin k\,u_{n+1}$. Hence

$$|Z_n|^2 = u_n^2 + u_{n+1}^2 - 2\cos k\,u_n u_{n+1}.$$

Completing the square in either variable gives

$$|Z_n|^2 = (\cos k\,u_n - u_{n+1})^2 + \sin^2 k\,u_n^2 = (\cos k\,u_{n+1} - u_n)^2 + \sin^2 k\,u_{n+1}^2,$$

so $|\sin k||u_n| \le |Z_n|$ and $|\sin k||u_{n+1}| \le |Z_n|$.

## Crossing one site, then all sites

Insert $u_{n+2} = 2\cos k\,u_{n+1} - u_n - V_{n+1}u_{n+1}$ and use $2\cos k\; w = w^2 + 1$:

$$Z_{n+1} = u_{n+1} - (w^2+1)u_{n+1} + w u_n + w V_{n+1}u_{n+1} = w\,(Z_n + V_{n+1}u_{n+1}).$$

Since $|w| = 1$, the triangle inequality and $1 + x \le e^x$ give

$$|Z_{n+1}| \le |Z_n| + |V_{n+1}||u_{n+1}| \le |Z_n|\left(1 + \frac{|V_{n+1}|}{|\sin k|}\right) \le |Z_n|\,e^{|V_{n+1}|/|\sin k|}.$$

In the other direction $|Z_n| \le |Z_{n+1}| + |V_{n+1}||u_{n+1}|$, and now $|u_{n+1}|$ is bounded by $|Z_{n+1}|/|\sin k|$, which yields the same factor with the two sides exchanged.

Let $S_n = |V_1| + \dots + |V_n|$, with $S_0 = 0$. Multiplying the factors gives $|Z_n| \le |Z_0|e^{S_n/|\sin k|}$ and $|Z_0| \le |Z_n|e^{S_n/|\sin k|}$ for any potential. For a summable one, $S_n \le S = \sum_{j \ge 1}|V_j|$, and with $\Lambda = e^{S/|\sin k|}$

$$|Z_0|/\Lambda \le |Z_n| \le |Z_0|\,\Lambda .$$

The upper bound gives $|u_n| \le |Z_0|\Lambda/|\sin k|$. If $Z_0 = 0$ it forces every $u_n$ to vanish, so a nonzero solution has $|Z_0| > 0$. From $(\cos k\,u_n + u_{n+1})^2 \ge 0$ and $\cos^2 k \le 1$ follows $-2\cos k\,u_nu_{n+1} \le u_n^2 + u_{n+1}^2$, hence $|Z_n|^2 \le 2(u_n^2 + u_{n+1}^2)$, and the lower bound gives the floor $c = \tfrac12(|Z_0|/\Lambda)^2$. If $u_n \to 0$, then $u_n^2 + u_{n+1}^2 \to 0$, which contradicts $c > 0$. For complex $\psi_n$ the coefficients are real, so the real and imaginary parts are real solutions. Their bounds add, and $\psi_n \to 0$ would send both to zero and so make both vanish identically.

## A running check in a recursion code

The finite-$n$ bound turns into a check inside the loop, with `tol` allowing for rounding, which the exact statement ignores.

```python
u0, u1 = 0.0, 1.0            # |Z_0| = 1
w, s, S = exp(1j*k), abs(sin(k)), 0.0
for n in range(N):
    u0, u1 = u1, (2*cos(k) - V[n+1])*u1 - u0
    S += abs(V[n+1])
    assert abs(log(abs(u0 - w*u1))) <= S/s + tol
```

Take $E = 1$, so $k = \pi/3$, and $|V_n| \le 1/(2n^2)$. Then $S \le \pi^2/12$ and $\Lambda$ is at most about $2.6$, so the iteration needs no rescaling against overflow. The growth-rate estimate $n^{-1}\ln(|Z_n|/|Z_0|)$ is at most $S/(n|\sin k|)$ in magnitude. Restarting the count at site $N$ shows that for every $n > N$ the amplitudes $|Z_n|$ and $|Z_N|$ differ by at most the factor $\exp(\sum_{j>N}|V_j|/|\sin k|)$, which for $N = 1000$ in this example is a relative difference below $6 \times 10^{-4}$. These estimates and the earlier remark on bound states are consequences drawn by ordinary reasoning, not theorems of the file. Near the band edges $|\sin k| \to 0$ and the bounds deteriorate.

## The Lean file

```lean
import Mathlib

open Filter Topology

namespace SummableDisorder

noncomputable section

/-- The tight-binding equation `u_(n+1) + u_(n-1) + V_n u_n = E u_n` at all sites `n ≥ 1`
of a half-infinite chain. -/
def IsSolution (V : ℕ → ℝ) (E : ℝ) (u : ℕ → ℝ) : Prop :=
  ∀ n, u (n + 2) + u n + V (n + 1) * u (n + 1) = E * u (n + 1)

/-- The complex Prüfer variable `Z_n = u_n - e^{ik} u_(n+1)`. -/
def prufer (k : ℝ) (u : ℕ → ℝ) (n : ℕ) : ℂ :=
  (u n : ℂ) - Complex.exp (k * Complex.I) * (u (n + 1) : ℂ)

/-- The squared Prüfer amplitude is `u_n² + u_(n+1)² - 2 cos k u_n u_(n+1)`. -/
theorem prufer_norm_sq (k : ℝ) (u : ℕ → ℝ) (n : ℕ) :
    ‖prufer k u n‖ ^ 2 = u n ^ 2 + u (n + 1) ^ 2 - 2 * Real.cos k * u n * u (n + 1) := by
  have hre : (prufer k u n).re = u n - Real.cos k * u (n + 1) := by
    simp [prufer, Complex.exp_ofReal_mul_I_re]
  have him : (prufer k u n).im = -(Real.sin k * u (n + 1)) := by
    simp [prufer, Complex.exp_ofReal_mul_I_im]
  rw [Complex.sq_norm, Complex.normSq_apply, hre, him]
  linear_combination u (n + 1) ^ 2 * Real.sin_sq_add_cos_sq k

/-- The Prüfer amplitude `|Z_n|` is at least `|sin k| |u_n|` and `|sin k| |u_(n+1)|`. -/
theorem sin_mul_le_prufer (k : ℝ) (u : ℕ → ℝ) (n : ℕ) :
    |Real.sin k| * |u n| ≤ ‖prufer k u n‖ ∧ |Real.sin k| * |u (n + 1)| ≤ ‖prufer k u n‖ := by
  have e : ∀ a : ℝ, a ^ 2 * (Real.sin k ^ 2 + Real.cos k ^ 2) = a ^ 2 := fun a => by
    rw [Real.sin_sq_add_cos_sq, mul_one]
  have h1 : (Real.sin k * u n) ^ 2 ≤ ‖prufer k u n‖ ^ 2 := by
    rw [prufer_norm_sq]
    nlinarith [sq_nonneg (Real.cos k * u n - u (n + 1)), e (u n)]
  have h2 : (Real.sin k * u (n + 1)) ^ 2 ≤ ‖prufer k u n‖ ^ 2 := by
    rw [prufer_norm_sq]
    nlinarith [sq_nonneg (Real.cos k * u (n + 1) - u n), e (u (n + 1))]
  have h1' := sq_le_sq.mp h1
  have h2' := sq_le_sq.mp h2
  rw [abs_of_nonneg (norm_nonneg _), abs_mul] at h1' h2'
  exact ⟨h1', h2'⟩

variable {V u : ℕ → ℝ} {k : ℝ}

/-- For a solution at energy `2 cos k`, `Z_(n+1) = e^{ik} (Z_n + V_(n+1) u_(n+1))`. -/
theorem prufer_succ (hu : IsSolution V (2 * Real.cos k) u) (n : ℕ) :
    prufer k u (n + 1) = Complex.exp (k * Complex.I) *
      (prufer k u n + (V (n + 1) : ℂ) * (u (n + 1) : ℂ)) := by
  have h : u (n + 1 + 1) + u n + V (n + 1) * u (n + 1) = 2 * Real.cos k * u (n + 1) := hu n
  have h' : u (n + 1 + 1) = 2 * Real.cos k * u (n + 1) - u n - V (n + 1) * u (n + 1) := by
    linarith
  have hc : (u (n + 1 + 1) : ℂ)
      = 2 * Complex.cos k * u (n + 1) - u n - V (n + 1) * u (n + 1) := by
    rw [h']; push_cast; ring
  -- w = e^{ik} obeys w² + 1 = 2 cos k · w
  have hw : Complex.exp (k * Complex.I) ^ 2 + 1
      = 2 * Complex.cos k * Complex.exp (k * Complex.I) := by
    rw [Complex.exp_mul_I]
    linear_combination (Complex.sin k ^ 2) * Complex.I_sq - Complex.sin_sq_add_cos_sq (k : ℂ)
  simp only [prufer]
  linear_combination (-Complex.exp (k * Complex.I)) * hc + (u (n + 1) : ℂ) * hw

/-- For a solution at energy `2 cos k` with `sin k ≠ 0`, crossing one site changes the Prüfer
amplitude, up or down, by at most the factor `exp (|V_(n+1)| / |sin k|)`. -/
theorem prufer_step (hk : Real.sin k ≠ 0) (hu : IsSolution V (2 * Real.cos k) u) (n : ℕ) :
    ‖prufer k u (n + 1)‖ ≤ ‖prufer k u n‖ * Real.exp (|V (n + 1)| / |Real.sin k|) ∧
    ‖prufer k u n‖ ≤ ‖prufer k u (n + 1)‖ * Real.exp (|V (n + 1)| / |Real.sin k|) := by
  have hs : 0 < |Real.sin k| := abs_pos.mpr hk
  have key : ∀ x y : ℝ, 0 ≤ y → x ≤ y + |V (n + 1)| * |u (n + 1)| →
      |Real.sin k| * |u (n + 1)| ≤ y → x ≤ y * Real.exp (|V (n + 1)| / |Real.sin k|) := by
    intro x y hy hx ht
    have h1 : |u (n + 1)| ≤ y / |Real.sin k| := by
      rw [le_div_iff₀ hs]; linarith
    calc x ≤ y + |V (n + 1)| * |u (n + 1)| := hx
      _ ≤ y + |V (n + 1)| * (y / |Real.sin k|) := by gcongr
      _ = y * (|V (n + 1)| / |Real.sin k| + 1) := by ring
      _ ≤ _ := mul_le_mul_of_nonneg_left (Real.add_one_le_exp _) hy
  -- the phase factor has modulus one
  have hn : ‖prufer k u (n + 1)‖ = ‖prufer k u n + (V (n + 1) : ℂ) * (u (n + 1) : ℂ)‖ := by
    rw [prufer_succ hu, norm_mul, Complex.norm_exp_ofReal_mul_I, one_mul]
  have hv : ‖(V (n + 1) : ℂ) * (u (n + 1) : ℂ)‖ = |V (n + 1)| * |u (n + 1)| := by
    simp
  constructor
  · refine key _ _ (norm_nonneg _) ?_ (sin_mul_le_prufer k u n).2
    rw [hn, ← hv]
    exact norm_add_le _ _
  · refine key _ _ (norm_nonneg _) ?_ (sin_mul_le_prufer k u (n + 1)).1
    rw [hn, ← hv]
    have := norm_sub_le (prufer k u n + (V (n + 1) : ℂ) * (u (n + 1) : ℂ))
      ((V (n + 1) : ℂ) * (u (n + 1) : ℂ))
    rwa [add_sub_cancel_right] at this

/-- For any potential and a solution at energy `2 cos k` with `sin k ≠ 0`, `|Z_n|` and `|Z_0|` bound
each other up to the factor `exp ((|V_1| + ... + |V_n|) / |sin k|)`. -/
theorem prufer_finite (hk : Real.sin k ≠ 0) (hu : IsSolution V (2 * Real.cos k) u) (n : ℕ) :
    ‖prufer k u n‖ ≤ ‖prufer k u 0‖ *
      Real.exp ((∑ j ∈ Finset.range n, |V (j + 1)|) / |Real.sin k|) ∧
    ‖prufer k u 0‖ ≤ ‖prufer k u n‖ *
      Real.exp ((∑ j ∈ Finset.range n, |V (j + 1)|) / |Real.sin k|) := by
  induction n with
  | zero => simp
  | succ n ih =>
    obtain ⟨h1, h2⟩ := prufer_step hk hu n
    rw [Finset.sum_range_succ, add_div, Real.exp_add]
    constructor
    · refine h1.trans ?_
      rw [← mul_assoc]
      exact mul_le_mul_of_nonneg_right ih.1 (Real.exp_pos _).le
    · refine ih.2.trans ?_
      rw [mul_comm (Real.exp _), ← mul_assoc]
      exact mul_le_mul_of_nonneg_right h2 (Real.exp_pos _).le

/-- For summable disorder and a solution at energy `2 cos k` with `sin k ≠ 0`, `|Z_n|` and `|Z_0|`
bound each other up to the `n`-independent factor `exp (∑_(j ≥ 1) |V_j| / |sin k|)`. -/
theorem prufer_uniform (hV : Summable fun n => |V n|) (hk : Real.sin k ≠ 0)
    (hu : IsSolution V (2 * Real.cos k) u) (n : ℕ) :
    ‖prufer k u n‖ ≤ ‖prufer k u 0‖ * Real.exp ((∑' j, |V (j + 1)|) / |Real.sin k|) ∧
    ‖prufer k u 0‖ ≤ ‖prufer k u n‖ * Real.exp ((∑' j, |V (j + 1)|) / |Real.sin k|) := by
  have hV' : Summable fun j => |V (j + 1)| := (summable_nat_add_iff 1).2 hV
  have hle := hV'.sum_le_tsum (Finset.range n) (fun _ _ => abs_nonneg _)
  have hexp := Real.exp_le_exp.mpr (div_le_div_of_nonneg_right hle (abs_nonneg (Real.sin k)))
  obtain ⟨h1, h2⟩ := prufer_finite hk hu n
  exact ⟨h1.trans (mul_le_mul_of_nonneg_left hexp (norm_nonneg _)),
    h2.trans (mul_le_mul_of_nonneg_left hexp (norm_nonneg _))⟩

/-- For summable disorder and `sin k ≠ 0`, the two-site intensity `u_n² + u_(n+1)²` of a
nonzero solution stays above a positive constant. -/
theorem intensity_floor (hV : Summable fun n => |V n|) (hk : Real.sin k ≠ 0)
    (hu : IsSolution V (2 * Real.cos k) u) (h0 : u ≠ 0) :
    ∃ c > 0, ∀ n, c ≤ u n ^ 2 + u (n + 1) ^ 2 := by
  have hs : 0 < |Real.sin k| := abs_pos.mpr hk
  -- if Z_0 vanished, all Z_n and hence all u_n would vanish
  have hZ : 0 < ‖prufer k u 0‖ := by
    refine lt_of_le_of_ne (norm_nonneg _) fun hz => h0 (funext fun n => ?_)
    have h1 := (prufer_uniform hV hk hu n).1
    rw [← hz, zero_mul] at h1
    have h2 := (sin_mul_le_prufer k u n).1.trans h1
    have h3 : |u n| ≤ 0 := by
      by_contra h
      have := mul_pos hs (not_le.mp h)
      linarith
    exact abs_nonpos_iff.mp h3
  have hA := Real.exp_pos ((∑' j, |V (j + 1)|) / |Real.sin k|)
  have hq := div_pos hZ hA
  refine ⟨_, half_pos (pow_pos hq 2), fun n => ?_⟩
  have h1 := (div_le_iff₀ hA).mpr (prufer_uniform hV hk hu n).2
  have h2 := pow_le_pow_left₀ hq.le h1 2
  rw [prufer_norm_sq] at h2
  have h3 : -(2 * Real.cos k * u n * u (n + 1)) ≤ u n ^ 2 + u (n + 1) ^ 2 := by
    nlinarith [sq_nonneg (Real.cos k * u n + u (n + 1)),
      mul_nonneg (sub_nonneg.mpr (Real.cos_sq_le_one k)) (sq_nonneg (u n))]
  linarith

/-- For `∑ |V_n| < ∞` and `E = 2 cos k` with `sin k ≠ 0`, every solution is bounded, and a
nonzero solution does not tend to zero. -/
theorem no_localization (hV : Summable fun n => |V n|) (hk : Real.sin k ≠ 0)
    (hu : IsSolution V (2 * Real.cos k) u) :
    (∃ C, ∀ n, |u n| ≤ C) ∧ (u ≠ 0 → ¬ Tendsto u atTop (𝓝 0)) := by
  have hs : 0 < |Real.sin k| := abs_pos.mpr hk
  constructor
  · refine ⟨‖prufer k u 0‖ * Real.exp ((∑' j, |V (j + 1)|) / |Real.sin k|) / |Real.sin k|,
      fun n => ?_⟩
    rw [le_div_iff₀ hs, mul_comm]
    exact (sin_mul_le_prufer k u n).1.trans (prufer_uniform hV hk hu n).1
  · intro h0 ht
    obtain ⟨c, hc, hn⟩ := intensity_floor hV hk hu h0
    have ht' : Tendsto (fun n => u (n + 1)) atTop (𝓝 0) := ht.comp (tendsto_add_atTop_nat 1)
    have := ge_of_tendsto' ((ht.pow 2).add (ht'.pow 2)) hn
    norm_num at this
    linarith

/-- The same for complex amplitudes: every solution is bounded, and a nonzero solution does
not tend to zero. -/
theorem no_localization_complex (hV : Summable fun n => |V n|) (hk : Real.sin k ≠ 0)
    (ψ : ℕ → ℂ) (hψ : ∀ n, ψ (n + 2) + ψ n + (V (n + 1) : ℂ) * ψ (n + 1)
      = ((2 * Real.cos k : ℝ) : ℂ) * ψ (n + 1)) :
    (∃ C, ∀ n, ‖ψ n‖ ≤ C) ∧ (ψ ≠ 0 → ¬ Tendsto ψ atTop (𝓝 0)) := by
  -- real and imaginary parts are real solutions
  have hre : IsSolution V (2 * Real.cos k) fun n => (ψ n).re := fun n => by
    simpa only [Complex.add_re, Complex.mul_re, Complex.ofReal_re, Complex.ofReal_im,
      zero_mul, sub_zero] using congrArg Complex.re (hψ n)
  have him : IsSolution V (2 * Real.cos k) fun n => (ψ n).im := fun n => by
    simpa only [Complex.add_im, Complex.mul_im, Complex.ofReal_re, Complex.ofReal_im,
      zero_mul, add_zero] using congrArg Complex.im (hψ n)
  obtain ⟨⟨C₁, h₁⟩, g₁⟩ := no_localization hV hk hre
  obtain ⟨⟨C₂, h₂⟩, g₂⟩ := no_localization hV hk him
  refine ⟨⟨C₁ + C₂, fun n => (Complex.norm_le_abs_re_add_abs_im _).trans
    (add_le_add (h₁ n) (h₂ n))⟩, fun h0 ht => h0 ?_⟩
  have e₁ : (fun n => (ψ n).re) = 0 := by
    by_contra h
    exact g₁ h ((Complex.continuous_re.tendsto 0).comp ht)
  have e₂ : (fun n => (ψ n).im) = 0 := by
    by_contra h
    exact g₂ h ((Complex.continuous_im.tendsto 0).comp ht)
  funext n
  exact Complex.ext (congrFun e₁ n) (congrFun e₂ n)

/-- At the band edge `k = 0` with `V = 0`, the sequence `u_n = n` is an unbounded solution. -/
theorem band_edge_unbounded :
    IsSolution 0 (2 * Real.cos 0) (fun n => (n : ℝ)) ∧ ¬ ∃ C : ℝ, ∀ n : ℕ, |(n : ℝ)| ≤ C := by
  constructor
  · intro n
    simp only [Real.cos_zero, Pi.zero_apply]
    push_cast
    ring
  · rintro ⟨C, hC⟩
    obtain ⟨n, hn⟩ := exists_nat_gt C
    linarith [hC n, le_abs_self (n : ℝ)]

end

end SummableDisorder
```

```lean
#print axioms SummableDisorder.no_localization_complex
#print axioms SummableDisorder.band_edge_unbounded
```

```
'SummableDisorder.no_localization_complex' depends on axioms: [propext, Classical.choice, Quot.sound]
'SummableDisorder.band_edge_unbounded' depends on axioms: [propext, Classical.choice, Quot.sound]
```

## The algebraic lemmas

`prufer k u n` is $Z_n$, and `‖prufer k u n‖` is $|Z_n|$. In `prufer_norm_sq`, `hre` and `him` are the real and imaginary parts, and `linear_combination` adds $u_{n+1}^2$ times $\sin^2 k + \cos^2 k = 1$. In `sin_mul_le_prufer` the two squares handed to `nlinarith` are those of the two completions above, and `sq_le_sq` takes the square root. Neither lemma uses the equation of motion.

`prufer_succ` solves the equation for $u_{n+2}$ in `h'` and casts it to complex numbers in `hc`. Then `hw` is $w^2 + 1 = 2\cos k\; w$, and the final line combines $-w$ times `hc` with $u_{n+1}$ times `hw`, which is the substitution made above.

## The growth bounds

`prufer_step` isolates the shared estimate as `key`: from $x \le y + |V_{n+1}||u_{n+1}|$ and $|\sin k||u_{n+1}| \le y$ with $y \ge 0$ it concludes $x \le y\,e^{|V_{n+1}|/|\sin k|}$, through `Real.add_one_le_exp`. The phase is removed in `hn`. The forward bound uses `norm_add_le` with `(sin_mul_le_prufer k u n).2`, and the backward bound uses `norm_sub_le` with `(sin_mul_le_prufer k u (n + 1)).1`. Both halves of that lemma are used here because $u_{n+1}$ belongs to $Z_n$ and to $Z_{n+1}$.

`prufer_finite` is the induction on $n$. The sum of `|V (j + 1)|` over `Finset.range n` is $S_n$, and `Real.exp_add` splits off the newest factor. Summability first enters in `prufer_uniform`, where `∑' j, |V (j + 1)|` is $S$ and `hle` is $S_n \le S$. Lean assigns the value zero to a divergent `∑'`, so `hV` is what makes this expression the true sum.

## The floor, the limit and the complex case

In `intensity_floor`, `hZ` shows $|Z_0| > 0$ by the vanishing argument, `h1` in the main branch is $|Z_0|/\Lambda \le |Z_n|$, `h2` squares it, and the last `h3` bounds the cross term. The witness is $\tfrac12(|Z_0|/\Lambda)^2$. In `no_localization` the witness for $C$ is $|Z_0|\Lambda/|\sin k|$. Both statements assert only that such constants exist, and the explicit factor $\Lambda$ is stated in `prufer_uniform`. For non-decay, `ht'` shifts the limit by one site and `ge_of_tendsto'` passes the floor to the limit, giving $c \le 0$.

`no_localization_complex` obtains `hre` and `him` by taking real and imaginary parts of `hψ`, and bounds $|\psi_n|$ by `C₁ + C₂`, the sum of the two real bounds. Continuity of the two projections carries $\psi_n \to 0$ to each part, and `e₁` and `e₂` conclude that both vanish. `band_edge_unbounded` checks $(n+2) + n = 2(n+1)$ and picks a natural number above any proposed bound with `exists_nat_gt`.
